# Conductor bounds on the discrete IEF-PCM energy for $\varepsilon>1$, $S$ positive definite, $DS=SD^T$ and spectrum of $D$ in $[-2\pi,0]$

**Q:** Which quantities and sign conventions are we using?

**A:** The cavity surface has finitely many elements, indexed by `n`. The vector $v$ holds the solute potential on them, $S$ turns surface charges into potentials, and $D$ is the discretised double-layer operator. Its sign is such that, on a closed continuum surface, a constant potential has eigenvalue $-2\pi$.

In Lean 4 with Mathlib:

```lean
import Mathlib

open Real Matrix

namespace IEFPCMConductorBounds

noncomputable section

variable {n : Type*} [Fintype n] [DecidableEq n]
```

The relative permittivity $\varepsilon$ enters through $c=2\pi(\varepsilon+1)/(\varepsilon-1)$.

```lean
/-- The dielectric constant enters IEF-PCM through `c = 2π(ε+1)/(ε-1)`, for `ε ≠ 1`. -/
def iefConst (ε : ℝ) : ℝ := 2 * π * (ε + 1) / (ε - 1)
```

The conductor energy is $E=-\tfrac12\langle v,S^{-1}v\rangle$. It is never positive when $S$ is positive definite. Both this energy and the IEF-PCM energy below are the electrostatic part of solvation only; cavitation, dispersion and repulsion are left out.

```lean
/-- Solvation energy `-⟨v, S⁻¹v⟩/2` of a solute with surface potential `v` in a conductor,
for invertible `S`. -/
def conductorEnergy (S : Matrix n n ℝ) (v : n → ℝ) : ℝ := -(v ⬝ᵥ S⁻¹ *ᵥ v) / 2
```

The IEF-PCM energy is $G=-\tfrac12\langle v,S^{-1}(c-D)^{-1}(2\pi-D)v\rangle$.

```lean
/-- The IEF-PCM solvation energy `-⟨v, S⁻¹(c-D)⁻¹(2π-D)v⟩/2`,
for `ε ≠ 1` and invertible `S` and `c-D`. -/
def iefEnergy (ε : ℝ) (S D : Matrix n n ℝ) (v : n → ℝ) : ℝ :=
  -(v ⬝ᵥ (S⁻¹ * ((iefConst ε • (1 : Matrix n n ℝ) - D)⁻¹ *
    ((2 * π) • (1 : Matrix n n ℝ) - D))) *ᵥ v) / 2
```

If $D$ has eigenvalue $l$ on a mode, the dielectric response there is the conductor response times $f(l)=(2\pi-l)/(c-l)$.

```lean
/-- The factor `(2π-l)/(c-l)` for a surface mode on which `D` has eigenvalue `l`,
for `ε ≠ 1` and `l ≠ c`. -/
def screening (ε l : ℝ) : ℝ := (2 * π - l) / (iefConst ε - l)
```

**Q:** What physics do the conditions on $S$ and $D$ stand for?

**A:** Positive definite $S$ means that every nonzero surface charge has positive electrostatic self-energy. The relation $DS=SD^T$ is the discrete form of a continuum identity; a given discretisation may satisfy it only approximately. The spectral condition restricts the shape: a sphere has continuum eigenvalues $-2\pi/(2k+1)$, $k=0,1,\dots$, but a sufficiently flat oblate spheroid also has positive ones. So does every smooth cavity with a saddle-shaped region, such as the neck between two bonded atoms. For a molecular cavity the condition must therefore be checked on the actual matrix $D$, not presumed. All three conditions are assumed here, not derived from a cavity.

**Q:** Does $(c-D)^{-1}$ exist?

**A:** Yes. Since $c>0$, it is not in the spectrum of $D$, so $\det(c-D)\neq0$.

```lean
/-- The constant `c` is positive for `ε > 1`. -/
lemma iefConst_pos {ε : ℝ} (hε : 1 < ε) : 0 < iefConst ε :=
  div_pos (mul_pos (by positivity) (by linarith)) (by linarith)

/-- For `ε > 1` and `D` with spectrum in `[-2π, 0]`, the matrix `c-D` is invertible. -/
theorem isUnit_response {ε : ℝ} (hε : 1 < ε) {D : Matrix n n ℝ}
    (hD : spectrum ℝ D ⊆ Set.Icc (-(2 * π)) 0) :
    IsUnit (iefConst ε • (1 : Matrix n n ℝ) - D).det := by
  by_contra h
  have hm : iefConst ε ∈ spectrum ℝ D := by
    rw [spectrum.mem_iff, Algebra.algebraMap_eq_smul_one, isUnit_iff_isUnit_det]
    exact h
  linarith [(hD hm).2, iefConst_pos hε]
```

**Q:** Where do the two scale factors come from?

**A:** From $c(\varepsilon-1)=2\pi(\varepsilon+1)$. Cross-multiplying by positive denominators gives

$$(2\pi-l)(\varepsilon+1)-(\varepsilon-1)(c-l)=-2l\ge0,$$
$$(\varepsilon-1)(c-l)-\varepsilon(2\pi-l)=2\pi+l\ge0.$$

Hence $(\varepsilon-1)/(\varepsilon+1)\le f(l)\le(\varepsilon-1)/\varepsilon$. In the code, `div_le_div_iff₀` cross-multiplies and `nlinarith` finishes.

```lean
/-- For `ε > 1` and `-2π ≤ l ≤ 0`, the screening factor lies between
`(ε-1)/(ε+1)` and `(ε-1)/ε`. -/
theorem screening_bounds {ε l : ℝ} (hε : 1 < ε) (hl : l ∈ Set.Icc (-(2 * π)) 0) :
    (ε - 1) / (ε + 1) ≤ screening ε l ∧ screening ε l ≤ (ε - 1) / ε := by
  have hc : iefConst ε * (ε - 1) = 2 * π * (ε + 1) := div_mul_cancel₀ _ (by linarith)
  have hp : 0 < iefConst ε - l := by linarith [iefConst_pos hε, hl.2]
  unfold screening
  constructor
  · rw [div_le_div_iff₀ (by linarith) hp]
    nlinarith [hl.2]
  · rw [div_le_div_iff₀ hp (by linarith)]
    nlinarith [hl.1]
```

**Q:** But $D$ isn't symmetric. Why may you treat it mode by mode?

**A:** It is symmetric in a suitable basis. Diagonalise $S$ and take square roots of its eigenvalues to get $C$ with $CC^T=S$. From $DS=SD^T$ follows $S^{-1}D=D^TS^{-1}$, so $C^TS^{-1}DC=C^{-1}DC$ is symmetric. Write it as $U\,\mathrm{diag}(l)\,U^T$ with $U$ orthogonal and set $P=CU$. Then $PP^T=S$ and $DP=P\,\mathrm{diag}(l)$.

```lean
/-- A real symmetric matrix is diagonalised by an orthogonal matrix. -/
lemma exists_orthogonal {A : Matrix n n ℝ} (hA : A.IsHermitian) :
    ∃ U : Matrix n n ℝ, U * Uᵀ = 1 ∧ A * U = U * diagonal hA.eigenvalues := by
  refine ⟨(hA.eigenvectorUnitary : Matrix n n ℝ), ?_, ?_⟩
  · have h := Matrix.mem_unitaryGroup_iff.1 hA.eigenvectorUnitary.2
    rwa [Matrix.star_eq_conjTranspose, conjTranspose_eq_transpose_of_trivial] at h
  · ext i j
    have h := congrFun (hA.mulVec_eigenvectorBasis j) i
    rw [Matrix.mul_diagonal]
    exact h.trans (mul_comm _ _)

/-- If `S` is positive definite and `DS = SDᵀ`, there is a basis of eigenvectors of `D`,
the columns of `P`, with `PPᵀ = S`. -/
theorem exists_modes {S D : Matrix n n ℝ} (hS : S.PosDef) (hDS : D * S = S * Dᵀ) :
    ∃ (P Q : Matrix n n ℝ) (l : n → ℝ),
      P * Q = 1 ∧ P * Pᵀ = S ∧ D * P = P * diagonal l := by
  have hu : IsUnit S.det := hS.det_pos.ne'.isUnit
  have hSt : Sᵀ = S := by
    have h := hS.isHermitian.eq
    rwa [conjTranspose_eq_transpose_of_trivial] at h
  -- a square root `C` of `S`
  obtain ⟨C, hC⟩ : ∃ C : Matrix n n ℝ, C * Cᵀ = S := by
    obtain ⟨V, hV, hSV⟩ := exists_orthogonal hS.isHermitian
    let r : n → ℝ := fun i => Real.sqrt (hS.isHermitian.eigenvalues i)
    have hr : diagonal r * diagonal r = diagonal hS.isHermitian.eigenvalues := by
      rw [diagonal_mul_diagonal]
      exact congrArg diagonal (funext fun i => Real.mul_self_sqrt (hS.eigenvalues_pos i).le)
    refine ⟨V * diagonal r, ?_⟩
    calc V * diagonal r * (V * diagonal r)ᵀ = V * (diagonal r * diagonal r) * Vᵀ := by
          rw [transpose_mul, diagonal_transpose]
          simp only [mul_assoc]
      _ = S := by rw [hr, ← hSV, mul_assoc, hV, mul_one]
  have hcomm : S⁻¹ * D = Dᵀ * S⁻¹ := by
    calc S⁻¹ * D = S⁻¹ * (D * S) * S⁻¹ := by
          rw [mul_assoc, mul_assoc, mul_nonsing_inv _ hu, mul_one]
      _ = Dᵀ * S⁻¹ := by rw [hDS, ← mul_assoc, nonsing_inv_mul _ hu, one_mul]
  -- in the basis `C` the operator `D` becomes symmetric
  have hA : (Cᵀ * (S⁻¹ * D) * C).IsHermitian := by
    rw [Matrix.IsHermitian, conjTranspose_eq_transpose_of_trivial, transpose_mul,
      transpose_mul, transpose_transpose, transpose_mul, transpose_nonsing_inv, hSt, ← hcomm]
    simp only [mul_assoc]
  obtain ⟨U, hU, hAU⟩ := exists_orthogonal hA
  have hP : C * U * (C * U)ᵀ = S := by
    calc C * U * (C * U)ᵀ = C * (U * Uᵀ) * Cᵀ := by
          rw [transpose_mul]
          simp only [mul_assoc]
      _ = S := by rw [hU, mul_one, hC]
  refine ⟨C * U, (C * U)ᵀ * S⁻¹, hA.eigenvalues, ?_, hP, ?_⟩
  · rw [← mul_assoc, hP, mul_nonsing_inv _ hu]
  · calc D * (C * U) = (S * S⁻¹) * D * C * U := by
          rw [mul_nonsing_inv _ hu, one_mul, mul_assoc]
      _ = (C * Cᵀ * S⁻¹) * D * C * U := by rw [hC]
      _ = C * (Cᵀ * (S⁻¹ * D) * C * U) := by simp only [mul_assoc]
      _ = C * (U * diagonal hA.eigenvalues) := congrArg (C * ·) hAU
      _ = C * U * diagonal hA.eigenvalues := (mul_assoc _ _ _).symm
```

**Q:** And the energies in that basis?

**A:** Let $Q=P^{-1}$ and $w=Qv$. Then $S^{-1}=Q^TQ$. Because $(t-D)P=P\,\mathrm{diag}(t-l_i)$ for every real $t$,

$$(c-D)^{-1}(2\pi-D)=P\,\mathrm{diag}(f(l_i))\,Q.$$

Multiplying by $S^{-1}$ leaves $Q^T\mathrm{diag}(f(l_i))Q$, so

$$E=-\tfrac12\sum_i w_i^2,\qquad G=-\tfrac12\sum_i f(l_i)w_i^2.$$

The lemmas `shift_modes` and `quad_modes` supply the shifted matrices and the quadratic forms. `energy_modes` combines them and shows that each $l_i$ is in the spectrum, since $\det(l_i-D)=0$.

```lean
/-- In a basis of eigenvectors of `D`, the matrix `t-D` is diagonal with entries `t-l`. -/
lemma shift_modes {D P : Matrix n n ℝ} {l : n → ℝ} (h : D * P = P * diagonal l) (t : ℝ) :
    (t • (1 : Matrix n n ℝ) - D) * P = P * diagonal (fun j => t - l j) := by
  have hd : diagonal (fun j => t - l j) = t • (1 : Matrix n n ℝ) - diagonal l := by
    ext i j
    by_cases hij : i = j <;> simp [hij]
  rw [hd, sub_mul, mul_sub, h, smul_mul_assoc, one_mul, mul_smul_comm, mul_one]

/-- The quadratic form of `Qᵀ diag(f) Q` is a weighted sum of squared amplitudes. -/
lemma quad_modes (Q : Matrix n n ℝ) (f v : n → ℝ) :
    v ⬝ᵥ (Qᵀ * diagonal f * Q) *ᵥ v = ∑ i, f i * (Q *ᵥ v) i ^ 2 := by
  rw [← mulVec_mulVec, ← mulVec_mulVec, Matrix.dotProduct_mulVec, vecMul_transpose]
  simp only [dotProduct, mulVec_diagonal]
  exact Finset.sum_congr rfl fun i _ => by ring

/-- Let `S` be positive definite, `DS = SDᵀ`, `D` have spectrum in `[-2π, 0]` and `ε > 1`.
Then both energies are sums over eigenvalues `l` of `D` with common amplitudes `w`, the
IEF-PCM one weighted by the screening factors. -/
theorem energy_modes {ε : ℝ} (hε : 1 < ε) {S D : Matrix n n ℝ} (hS : S.PosDef)
    (hDS : D * S = S * Dᵀ) (hD : spectrum ℝ D ⊆ Set.Icc (-(2 * π)) 0) (v : n → ℝ) :
    ∃ l w : n → ℝ, (∀ i, l i ∈ spectrum ℝ D) ∧
      conductorEnergy S v = -(∑ i, w i ^ 2) / 2 ∧
      iefEnergy ε S D v = -(∑ i, screening ε (l i) * w i ^ 2) / 2 := by
  obtain ⟨P, Q, l, hPQ, hPS, hDP⟩ := exists_modes hS hDS
  have hQP : Q * P = 1 := mul_eq_one_comm.1 hPQ
  have hSinv : S⁻¹ = Qᵀ * Q := by
    apply inv_eq_right_inv
    calc S * (Qᵀ * Q) = P * (Pᵀ * Qᵀ) * Q := by
          rw [← hPS]
          simp only [mul_assoc]
      _ = 1 := by rw [← transpose_mul, hQP, transpose_one, mul_one, hPQ]
  have hl : ∀ i, l i ∈ spectrum ℝ D := by
    intro i
    have hP : P.det ≠ 0 := by
      intro h0
      have h1 := congrArg det hPQ
      rw [det_mul, h0, zero_mul, det_one] at h1
      exact zero_ne_one h1
    rw [spectrum.mem_iff, Algebra.algebraMap_eq_smul_one, isUnit_iff_isUnit_det,
      isUnit_iff_ne_zero, not_not]
    have hd := congrArg det (shift_modes hDP (l i))
    rw [det_mul, det_mul, det_diagonal,
      Finset.prod_eq_zero (Finset.mem_univ i) (sub_self (l i)), mul_zero] at hd
    exact (mul_eq_zero.1 hd).resolve_right hP
  refine ⟨l, Q *ᵥ v, hl, ?_, ?_⟩
  · have h1 : Qᵀ * Q = Qᵀ * diagonal (fun _ => (1 : ℝ)) * Q := by
      rw [diagonal_one, mul_one]
    rw [conductorEnergy, hSinv, h1, quad_modes]
    simp only [one_mul]
  · -- the response matrix is diagonal in the modes
    have hf : diagonal (fun j => iefConst ε - l j) * diagonal (fun j => screening ε (l j))
        = diagonal (fun j => 2 * π - l j) := by
      rw [diagonal_mul_diagonal]
      refine congrArg diagonal (funext fun j => mul_div_cancel₀ _ ?_)
      linarith [iefConst_pos hε, (hD (hl j)).2]
    have h1 : (iefConst ε • (1 : Matrix n n ℝ) - D) *
        (P * diagonal (fun j => screening ε (l j)) * Q) = (2 * π) • (1 : Matrix n n ℝ) - D := by
      rw [← mul_assoc, ← mul_assoc, shift_modes hDP, mul_assoc P, hf, ← shift_modes hDP,
        mul_assoc, hPQ, mul_one]
    have h2 : Qᵀ * Q * (P * diagonal (fun j => screening ε (l j)) * Q)
        = Qᵀ * diagonal (fun j => screening ε (l j)) * Q := by
      rw [← mul_assoc, ← mul_assoc, mul_assoc Qᵀ, hQP, mul_one]
    rw [iefEnergy, ← h1, ← mul_assoc (_⁻¹) (_ - _), nonsing_inv_mul _ (isUnit_response hε hD),
      one_mul, hSinv, h2, quad_modes]
```

**Q:** So what exactly does the final statement say?

**A:** For every real $v$, under the stated conditions,

$$\frac{\varepsilon-1}{\varepsilon}E\le G\le\frac{\varepsilon-1}{\varepsilon+1}E.$$

Multiply the bounds on $f(l_i)$ by $w_i^2$ and sum; the factor $-\tfrac12$ reverses the order.

```lean
/-- For `ε > 1`, positive definite `S`, `DS = SDᵀ` and `D` with spectrum in `[-2π, 0]`, the
IEF-PCM energy lies between the conductor energies scaled by `(ε-1)/ε` and `(ε-1)/(ε+1)`. -/
theorem iefEnergy_bracket {ε : ℝ} (hε : 1 < ε) {S D : Matrix n n ℝ} (hS : S.PosDef)
    (hDS : D * S = S * Dᵀ) (hD : spectrum ℝ D ⊆ Set.Icc (-(2 * π)) 0) (v : n → ℝ) :
    (ε - 1) / ε * conductorEnergy S v ≤ iefEnergy ε S D v ∧
      iefEnergy ε S D v ≤ (ε - 1) / (ε + 1) * conductorEnergy S v := by
  obtain ⟨l, w, hl, hE, hG⟩ := energy_modes hε hS hDS hD v
  -- compare mode by mode
  have h1 : ∑ i, screening ε (l i) * w i ^ 2 ≤ (ε - 1) / ε * ∑ i, w i ^ 2 := by
    rw [Finset.mul_sum]
    exact Finset.sum_le_sum fun i _ =>
      mul_le_mul_of_nonneg_right (screening_bounds hε (hD (hl i))).2 (sq_nonneg _)
  have h2 : (ε - 1) / (ε + 1) * ∑ i, w i ^ 2 ≤ ∑ i, screening ε (l i) * w i ^ 2 := by
    rw [Finset.mul_sum]
    exact Finset.sum_le_sum fun i _ =>
      mul_le_mul_of_nonneg_right (screening_bounds hε (hD (hl i))).1 (sq_nonneg _)
  rw [hE, hG]
  constructor <;> linarith
```

**Q:** Where would I meet this in a solvation calculation?

**A:** In one formulation, a program solves $(c-D)Sq=-(2\pi-D)v$ for the charges $q$ and forms $G=\tfrac12\langle v,q\rangle$. For a conductor the equation is $Sq_0=-v$. If the conditions on $S$ and $D$ hold, then at $\varepsilon=80$ a value $E=-100$ kJ/mol puts $G$ between $-98.75$ and about $-97.53$ kJ/mol. This compares the models at the same fixed $v$, not after the solute has relaxed separately in each.

**Q:** Are the end values reached?

**A:** If $Dv=lv$, then $(c-l)G=(2\pi-l)E$. So the lower bound is reached when $v$ is a mode with $l=-2\pi$, and the upper when it is one with $l=0$. A given $D$ need not have either eigenvalue.

```lean
/-- If `ε > 1`, `D` has spectrum in `[-2π, 0]` and the potential is a single mode, `Dv = lv`,
then `c-l` times the IEF-PCM energy equals `2π-l` times the conductor energy. -/
theorem iefEnergy_single_mode {ε : ℝ} (hε : 1 < ε) (S : Matrix n n ℝ) {D : Matrix n n ℝ}
    (hD : spectrum ℝ D ⊆ Set.Icc (-(2 * π)) 0) {l : ℝ} {v : n → ℝ} (hv : D *ᵥ v = l • v) :
    (iefConst ε - l) * iefEnergy ε S D v = (2 * π - l) * conductorEnergy S v := by
  have hs : ∀ t : ℝ, (t • (1 : Matrix n n ℝ) - D) *ᵥ v = (t - l) • v := fun t => by
    rw [sub_mulVec, smul_mulVec, one_mulVec, hv, sub_smul]
  have hr : (iefConst ε - l) • (((iefConst ε • (1 : Matrix n n ℝ) - D)⁻¹ *
      ((2 * π) • (1 : Matrix n n ℝ) - D)) *ᵥ v) = (2 * π - l) • v := by
    rw [← mulVec_mulVec, hs, mulVec_smul, smul_comm, ← mulVec_smul, ← hs (iefConst ε),
      mulVec_mulVec, nonsing_inv_mul _ (isUnit_response hε hD), one_mulVec]
  have h := congrArg (fun x => v ⬝ᵥ S⁻¹ *ᵥ x) hr
  simp only [mulVec_smul, dotProduct_smul, smul_eq_mul] at h
  rw [iefEnergy, conductorEnergy, ← mulVec_mulVec]
  linear_combination -h / 2
```

**Q:** What if $D$ has a positive eigenvalue?

**A:** The upper bound can fail with one element. Take $S=1$, $D=\pi$, $v=1$, $\varepsilon=3$. Then $c=4\pi$, $E=-\tfrac12$ and $G=-\tfrac16$, which lies above $\tfrac12E=-\tfrac14$. This is an algebraic example, not a discretised closed surface.

**Q:** Can a non-symmetric $D$ meet your conditions at all?

**A:** Yes. This two-element example has eigenvalues $-1$ and $-4$; it is an algebraic example, not a discretised molecule.

```lean
/-- For `S = diag(1, 2)` and the non-symmetric `D = (-2, 1; 2, -3)`, `S` is positive definite,
`DS = SDᵀ`, and `D` has spectrum in `[-2π, 0]`. -/
theorem iefEnergy_bracket_witness :
    (diagonal ![1, 2] : Matrix (Fin 2) (Fin 2) ℝ).PosDef ∧
      (!![-2, 1; 2, -3] : Matrix (Fin 2) (Fin 2) ℝ) * diagonal ![1, 2] =
        diagonal ![1, 2] * (!![-2, 1; 2, -3] : Matrix (Fin 2) (Fin 2) ℝ)ᵀ ∧
      spectrum ℝ (!![-2, 1; 2, -3] : Matrix (Fin 2) (Fin 2) ℝ) ⊆ Set.Icc (-(2 * π)) 0 := by
  refine ⟨posDef_diagonal_iff.2 fun i => by fin_cases i <;> simp, ?_, fun t ht => ?_⟩
  · ext i j
    fin_cases i <;> fin_cases j <;> simp [Matrix.mul_diagonal, Matrix.diagonal_mul]
    norm_num
  · rw [spectrum.mem_iff, Algebra.algebraMap_eq_smul_one, isUnit_iff_isUnit_det,
      isUnit_iff_ne_zero, not_not, det_fin_two] at ht
    simp at ht
    -- the eigenvalues are `-1` and `-4`
    have h : (t + 1) * (t + 4) = 0 := by linear_combination ht
    rcases mul_eq_zero.1 h with h | h <;> constructor <;> linarith [Real.pi_gt_three]

end

end IEFPCMConductorBounds
```

```lean
#print axioms IEFPCMConductorBounds.iefEnergy_bracket
-- 'IEFPCMConductorBounds.iefEnergy_bracket' depends on axioms: [propext, Classical.choice, Quot.sound]
#print axioms IEFPCMConductorBounds.iefEnergy_single_mode
-- 'IEFPCMConductorBounds.iefEnergy_single_mode' depends on axioms: [propext, Classical.choice, Quot.sound]
```
